# Miller–Good comparison: an exact wave equation with half the Schwarzian derivative added

Near a classical turning point the ordinary WKB wave fails: its amplitude varies as \(k^{-1/2}\), and the local wavenumber \(k\) goes to zero there. A possible remedy is to take a known solution \(w\) of a simpler equation \(w''+q\,w=0\) and stretch its coordinate by a map \(\xi\). Stretching alone is not enough, because \(f(x)=w(\xi(x))\) obeys

\[
f''-\frac{\xi''}{\xi'}f'+\xi'^2q(\xi)f=0,
\]

and the first-derivative term spoils the Schrödinger form. For \(\xi\) three times differentiable with \(\xi'>0\), the factor \((\xi')^{-1/2}\) removes that term and leaves a known correction to the potential. The result applies to the stationary Schrödinger equation of one particle in one dimension, where it gives the exact equation obeyed by a uniform WKB wave.

## The equation, the map and the wave

```lean
import Mathlib

open Topology

namespace MillerGoodComparison

noncomputable section
```

The file loads the Mathlib library and makes the notation `𝓝 x`, for the neighbourhoods of \(x\), available.

```lean
/-- For an open set `S`: the wave `w` is twice differentiable on `S` and obeys `w'' + q w = 0`
there. -/
def SolvesOn (S : Set ℝ) (q : ℝ → ℝ) (w : ℝ → ℂ) : Prop :=
  ∀ y ∈ S, DifferentiableAt ℝ w y ∧ DifferentiableAt ℝ (deriv w) y ∧
    deriv (deriv w) y + q y • w y = 0
```

`SolvesOn S q w` is a statement about a set \(S\) of real numbers, a real function \(q\) and a complex wave \(w\). For an open set, as in every use below, it says that at every \(y\in S\) the wave is twice differentiable and \(w''(y)+q(y)w(y)=0\). For a particle of mass \(m\) and energy \(E\) in a potential \(V\), \(q=2m(E-V)/\hbar^2\). The symbol `•` multiplies a complex value by a real number. Differentiability is demanded separately because Lean's `deriv` returns zero where no derivative exists.

```lean
/-- A change of coordinate `ξ` on an open set `S`, three times differentiable
with `ξ' > 0`. -/
structure ComparisonMap (S : Set ℝ) (ξ : ℝ → ℝ) : Prop where
  isOpen : IsOpen S
  diff₁ : ∀ x ∈ S, DifferentiableAt ℝ ξ x
  diff₂ : ∀ x ∈ S, DifferentiableAt ℝ (deriv ξ) x
  diff₃ : ∀ x ∈ S, DifferentiableAt ℝ (deriv (deriv ξ)) x
  pos : ∀ x ∈ S, 0 < deriv ξ x
```

A `ComparisonMap` is a real function \(\xi\) on an open set \(S\), with three derivatives at each point of \(S\) and \(\xi'>0\) there. The positive slope means that the new coordinate neither stops nor turns back locally. The set need not be an interval, and the third derivative need not be continuous.

```lean
/-- The Schwarzian derivative `s = ξ'''/ξ' - (3/2) (ξ''/ξ')²`. -/
def schwarzian (ξ : ℝ → ℝ) (x : ℝ) : ℝ :=
  deriv (deriv (deriv ξ)) x / deriv ξ x - 3 / 2 * (deriv (deriv ξ) x / deriv ξ x) ^ 2
```

This is the Schwarzian derivative,

\[
s=\frac{\xi'''}{\xi'}-\frac32\left(\frac{\xi''}{\xi'}\right)^2 .
\]

```lean
/-- The amplitude factor `(ξ')^(-1/2)`. -/
def amplitude (ξ : ℝ → ℝ) (x : ℝ) : ℝ := (√(deriv ξ x))⁻¹
```

The amplitude is \(a=1/\sqrt{\xi'}\), written as the inverse of a square root.

```lean
/-- The Miller-Good wave `u = (ξ')^(-1/2) w(ξ)`. -/
def millerGood (ξ : ℝ → ℝ) (w : ℝ → ℂ) (x : ℝ) : ℂ := amplitude ξ x • w (ξ x)
```

The Miller–Good wave is \(u(x)=a(x)\,w(\xi(x))\).

## Two differentiations

```lean
variable {S : Set ℝ} {ξ q : ℝ → ℝ} {w : ℝ → ℂ} {x : ℝ}

/-- The amplitude `a = (ξ')^(-1/2)` obeys `a' = -(ξ''/(2 ξ')) a`. -/
theorem hasDerivAt_amplitude (hξ : ComparisonMap S ξ) (hx : x ∈ S) :
    HasDerivAt (amplitude ξ)
      (-(deriv (deriv ξ) x / (2 * deriv ξ x)) * amplitude ξ x) x := by
  have hp := hξ.pos x hx
  have h : HasDerivAt (amplitude ξ) _ x :=
    ((hξ.diff₂ x hx).hasDerivAt.sqrt hp.ne').inv (Real.sqrt_pos.2 hp).ne'
  refine h.congr_deriv ?_
  simp only [amplitude, Real.sq_sqrt hp.le]
  ring
```

The first line declares the letters used from here on. `HasDerivAt f c x` says that \(f\) is differentiable at \(x\) with derivative \(c\). By the chain rule,

\[
a'=-\tfrac12(\xi')^{-3/2}\xi''=-r\,a,\qquad r=\frac{\xi''}{2\xi'} .
\]

The proof applies Mathlib's rules for the square root and the inverse. The step `congr_deriv` then leaves only the claim that the resulting expression equals the stated one, which `ring` settles by algebra.

```lean
/-- The slope of the Miller-Good wave:
`u' = (ξ')^(-1/2) (ξ' w'(ξ) - (ξ''/(2 ξ')) w(ξ))`. -/
theorem hasDerivAt_millerGood (hξ : ComparisonMap S ξ) (hx : x ∈ S)
    (hw : DifferentiableAt ℝ w (ξ x)) :
    HasDerivAt (millerGood ξ w) (amplitude ξ x • (deriv ξ x • deriv w (ξ x) -
      (deriv (deriv ξ) x / (2 * deriv ξ x)) • w (ξ x))) x := by
  have hW : HasDerivAt (fun y => w (ξ y)) (deriv ξ x • deriv w (ξ x)) x :=
    hw.hasDerivAt.scomp x (hξ.diff₁ x hx).hasDerivAt
  have h : HasDerivAt (millerGood ξ w) (amplitude ξ x • (deriv ξ x • deriv w (ξ x)) +
      (-(deriv (deriv ξ) x / (2 * deriv ξ x)) * amplitude ξ x) • w (ξ x)) x :=
    (hasDerivAt_amplitude hξ hx).smul hW
  refine h.congr_deriv ?_
  module
```

The product rule and the chain rule give

\[
u'=a\,\xi'w'(\xi)+a'w(\xi)=a\bigl(\xi'w'(\xi)-r\,w(\xi)\bigr).
\]

In the code `scomp` is the chain rule, `smul` is the product rule, and `module` collects the terms. Only differentiability of \(w\) at the one point \(\xi(x)\) is needed.

```lean
/-- The second derivative of the Miller-Good wave contains no `w'`:
`u'' = ξ'² (ξ')^(-1/2) w''(ξ) - (s/2) u`. -/
theorem hasDerivAt_deriv_millerGood (hξ : ComparisonMap S ξ) (hx : x ∈ S)
    (hw : ∀ y ∈ ξ '' S, DifferentiableAt ℝ w y)
    (hw' : DifferentiableAt ℝ (deriv w) (ξ x)) :
    HasDerivAt (deriv (millerGood ξ w))
      ((deriv ξ x ^ 2 * amplitude ξ x) • deriv (deriv w) (ξ x) -
        (schwarzian ξ x / 2) • millerGood ξ w x) x := by
  have hp : deriv ξ x ≠ 0 := (hξ.pos x hx).ne'
  have h1 := (hξ.diff₁ x hx).hasDerivAt
  have h2 := (hξ.diff₂ x hx).hasDerivAt
  have h3 := (hξ.diff₃ x hx).hasDerivAt
  -- the formula for u' holds in a whole neighbourhood of x
  have hev : deriv (millerGood ξ w) =ᶠ[𝓝 x] fun y => amplitude ξ y •
      (deriv ξ y • deriv w (ξ y) - (deriv (deriv ξ) y / (2 * deriv ξ y)) • w (ξ y)) := by
    filter_upwards [hξ.isOpen.mem_nhds hx] with y hy
    exact (hasDerivAt_millerGood hξ hy (hw _ ⟨y, hy, rfl⟩)).deriv
  have hW : HasDerivAt (fun y => w (ξ y)) (deriv ξ x • deriv w (ξ x)) x :=
    (hw _ ⟨x, hx, rfl⟩).hasDerivAt.scomp x h1
  have hV : HasDerivAt (fun y => deriv w (ξ y)) (deriv ξ x • deriv (deriv w) (ξ x)) x :=
    hw'.hasDerivAt.scomp x h1
  have hr : HasDerivAt (fun y => deriv (deriv ξ) y / (2 * deriv ξ y))
      ((deriv (deriv (deriv ξ)) x * (2 * deriv ξ x) -
        deriv (deriv ξ) x * (2 * deriv (deriv ξ) x)) / (2 * deriv ξ x) ^ 2) x :=
    h3.div (h2.const_mul 2) (mul_ne_zero two_ne_zero hp)
  -- differentiate the product once more; the terms in w' cancel
  have h := (hasDerivAt_amplitude hξ hx).smul ((h2.smul hV).sub (hr.smul hW))
  refine (HasDerivAt.congr_of_eventuallyEq h hev).congr_deriv ?_
  simp only [schwarzian, millerGood, Pi.sub_apply, Pi.smul_apply']
  match_scalars <;> field_simp <;> ring
```

Differentiating once more, with \(w\) and its derivatives taken at \(\xi(x)\), gives

\[
u''=-r\,a(\xi'w'-r\,w)+a\bigl(\xi''w'+\xi'^2w''-r'w-r\,\xi'w'\bigr).
\]

The coefficient of \(w'\) is \(a(\xi''-2r\xi')=0\), by the definition of \(r\). The coefficient of \(w\) is \(a(r^2-r')\). Since

\[
r'=\frac{\xi'''}{2\xi'}-\frac{\xi''^2}{2\xi'^2},\qquad
r^2-r'=\frac34\left(\frac{\xi''}{\xi'}\right)^2-\frac{\xi'''}{2\xi'}=-\frac s2,
\]

the result is \(u''=\xi'^2a\,w''(\xi)-\tfrac s2u\).

A slip to watch for here is to differentiate a formula for \(u'\) that is known only at the single point \(x\). A derivative needs the formula at nearby points too. The step `hev` supplies this: \(S\) is open, so the formula holds throughout a neighbourhood of \(x\). The steps `hW`, `hV` and `hr` are the derivatives of \(w(\xi)\), \(w'(\xi)\) and \(r\). At the end `match_scalars` compares the coefficients of \(w\), \(w'\) and \(w''\) one by one, just as above.

## The comparison theorem and its converse

```lean
/-- Miller-Good comparison: if `w'' + q w = 0` on the image of `S` under `ξ`, then `u = (ξ')^(-1/2)
w(ξ)` satisfies `u'' + (ξ'² q(ξ) + s/2) u = 0` on `S`. -/
theorem miller_good (hξ : ComparisonMap S ξ) (hw : SolvesOn (ξ '' S) q w) :
    SolvesOn S (fun x => deriv ξ x ^ 2 * q (ξ x) + schwarzian ξ x / 2)
      (millerGood ξ w) := by
  intro x hx
  obtain ⟨h0, h1, h2⟩ := hw (ξ x) ⟨x, hx, rfl⟩
  have h := hasDerivAt_deriv_millerGood hξ hx (fun y hy => (hw y hy).1) h1
  refine ⟨(hasDerivAt_millerGood hξ hx h0).differentiableAt, h.differentiableAt, ?_⟩
  rw [h.deriv, eq_neg_of_add_eq_zero_left h2]
  simp only [millerGood]
  module
```

The notation `ξ '' S` is the image of \(S\) under \(\xi\), the set of all values \(\xi(x)\) with \(x\in S\); the two primes do not denote a second derivative. The theorem reads: if \(w''+q\,w=0\) on that image, then on \(S\)

\[
u''+\Bigl(\xi'^2q(\xi)+\frac s2\Bigr)u=0 .
\]

By hand, put \(w''(\xi)=-q(\xi)w(\xi)\) into the formula for \(u''\). The first term becomes \(-\xi'^2q(\xi)u\), and moving everything to one side gives the claim. The `rw` line makes this substitution, and the `refine` line also supplies the two differentiability statements that `SolvesOn` requires.

The simplest case is a linear map \(\xi=\alpha x+\beta\) with \(\alpha>0\). Then \(s=0\), and \(u=\alpha^{-1/2}w(\alpha x+\beta)\) solves \(u''+\alpha^2q(\alpha x+\beta)u=0\), which is a change of length unit and origin.

```lean
/-- Converse: if `w` is twice differentiable on the image of `S` under `ξ` and its Miller-Good wave
solves the transformed equation on `S`, then `w'' + q w = 0` on that image. -/
theorem miller_good_converse (hξ : ComparisonMap S ξ)
    (hw : ∀ y ∈ ξ '' S, DifferentiableAt ℝ w y)
    (hw' : ∀ y ∈ ξ '' S, DifferentiableAt ℝ (deriv w) y)
    (hu : SolvesOn S (fun x => deriv ξ x ^ 2 * q (ξ x) + schwarzian ξ x / 2)
      (millerGood ξ w)) : SolvesOn (ξ '' S) q w := by
  rintro _ ⟨x, hx, rfl⟩
  refine ⟨hw _ ⟨x, hx, rfl⟩, hw' _ ⟨x, hx, rfl⟩, ?_⟩
  have e := (hu x hx).2.2
  rw [(hasDerivAt_deriv_millerGood hξ hx hw (hw' _ ⟨x, hx, rfl⟩)).deriv] at e
  have k : (deriv ξ x ^ 2 * amplitude ξ x) •
      (deriv (deriv w) (ξ x) + q (ξ x) • w (ξ x)) = 0 := by
    refine Eq.trans ?_ e
    simp only [millerGood]
    module
  have hp := hξ.pos x hx
  have ha : 0 < amplitude ξ x := inv_pos.2 (Real.sqrt_pos.2 hp)
  exact (smul_eq_zero.1 k).resolve_left (mul_pos (pow_pos hp 2) ha).ne'
```

The converse assumes that \(w\) is twice differentiable on the image and that \(u\) solves the transformed equation. Inserting the formula for \(u''\) cancels the Schwarzian terms and leaves

\[
\xi'^2a\,\bigl(w''(\xi)+q(\xi)w(\xi)\bigr)=0 .
\]

This is the step `k`. The prefactor is positive, so the bracket vanishes.

## Wronskian and residual

```lean
/-- The Wronskian of two Miller-Good waves at `x` equals that of the comparison waves
at `ξ(x)`. -/
theorem wronskian_preserved {v : ℝ → ℂ} (hξ : ComparisonMap S ξ) (hx : x ∈ S)
    (hw : DifferentiableAt ℝ w (ξ x)) (hv : DifferentiableAt ℝ v (ξ x)) :
    millerGood ξ w x * deriv (millerGood ξ v) x -
      deriv (millerGood ξ w) x * millerGood ξ v x =
    w (ξ x) * deriv v (ξ x) - deriv w (ξ x) * v (ξ x) := by
  have hp := hξ.pos x hx
  have ha : amplitude ξ x ^ 2 * deriv ξ x = 1 := by
    rw [amplitude, inv_pow, Real.sq_sqrt hp.le, inv_mul_cancel₀ hp.ne']
  have hc : (amplitude ξ x : ℂ) ^ 2 * ((deriv ξ x : ℝ) : ℂ) = 1 := by exact_mod_cast ha
  rw [(hasDerivAt_millerGood hξ hx hw).deriv, (hasDerivAt_millerGood hξ hx hv).deriv]
  simp only [millerGood, Complex.real_smul]
  linear_combination (w (ξ x) * deriv v (ξ x) - deriv w (ξ x) * v (ξ x)) * hc
```

Let \(u_w\) and \(u_v\) be the Miller–Good waves built from \(w\) and \(v\). In their Wronskian the terms with \(r\) cancel:

\[
u_wu_v'-u_w'u_v=a^2\xi'\,(w\,v'-w'v)=w\,v'-w'v,
\]

with the right side taken at \(\xi(x)\). The steps `ha` and `hc` establish \(a^2\xi'=1\), first for real and then for complex numbers. No wave equation is assumed, only differentiability at \(\xi(x)\). When one wave is the complex conjugate of the other, the Wronskian is proportional to the probability current, so the amplitude factor is also what keeps the flux unchanged.

```lean
/-- If `w'' + q w = 0` on the image of `S` under `ξ`, and `ξ'² q(ξ) = Q` at a point of `S`, then the
Miller-Good wave obeys `u'' + Q u = -(s/2) u` at that point. -/
theorem uniform_residual {Q : ℝ} (hξ : ComparisonMap S ξ) (hw : SolvesOn (ξ '' S) q w)
    (hx : x ∈ S) (hQ : deriv ξ x ^ 2 * q (ξ x) = Q) :
    deriv (deriv (millerGood ξ w)) x + Q • millerGood ξ w x =
      -(schwarzian ξ x / 2) • millerGood ξ w x := by
  have e := (miller_good hξ hw x hx).2.2
  simp only [hQ, add_smul] at e
  rw [neg_smul]
  linear_combination e
```

Suppose that \(w''+q\,w=0\) on the image of \(S\), that the equation of interest is \(u''+Q\,u=0\), and that \(\xi\) has been chosen so that \(\xi'^2q(\xi)=Q\) at \(x\). Then

\[
u''+Q\,u=-\frac s2\,u
\]

at that point. The proof subtracts \(\tfrac s2u\) from both sides of the main equation.

The matching condition `hQ` is assumed, and finding a suitable \(\xi\) is a separate task. Physically it says that the stretched comparison problem has the local squared wavenumber of the true one. In the theorem \(Q\) is the value at the one point \(x\). If the condition holds at every point of \(S\), with \(Q\) a function of \(x\), then, since \(\xi'>0\), the map \(\xi\) carries the zeros of \(Q\), which are the turning points, to zeros of \(q\). For a single simple turning point with the allowed region on its left, the usual choice is \(q(y)=-y\), with Airy functions as \(w\); with the allowed region on its right, \(q(y)=y\) and Airy functions of \(-y\) serve instead. The theorem gives the residual in the equation; the distance between \(u\) and a true solution would need a further estimate.

## The WKB wave and Langer's term

```lean
/-- The WKB wave `(ξ')^(-1/2) exp(iξ)` solves `u'' + (ξ'² + s/2) u = 0` exactly. -/
theorem wkb_wave (hξ : ComparisonMap S ξ) :
    SolvesOn S (fun x => deriv ξ x ^ 2 + schwarzian ξ x / 2)
      (fun x => amplitude ξ x • Complex.exp (Complex.I * (ξ x : ℂ))) := by
  have h (y : ℝ) : HasDerivAt (fun t : ℝ => Complex.exp (Complex.I * (t : ℂ)))
      (Complex.I * Complex.exp (Complex.I * (y : ℂ))) y := by
    have h0 : HasDerivAt (fun t : ℝ => (t : ℂ)) 1 y := by
      simpa using (hasDerivAt_id y).ofReal_comp
    exact (h0.const_mul Complex.I).cexp.congr_deriv (by ring)
  have hd := funext fun y => (h y).deriv
  -- the plane wave solves w'' + w = 0
  have hw : SolvesOn (ξ '' S) (fun _ => 1)
      (fun t : ℝ => Complex.exp (Complex.I * (t : ℂ))) := by
    intro y _
    have h2 := (h y).const_mul Complex.I
    refine ⟨(h y).differentiableAt, ?_, ?_⟩
    · rw [hd]
      exact h2.differentiableAt
    · rw [hd, h2.deriv, one_smul]
      linear_combination Complex.exp (Complex.I * (y : ℂ)) * Complex.I_mul_I
  have key := miller_good hξ hw
  simp only [mul_one] at key
  exact key
```

Here \(q=1\) and \(w(y)=e^{iy}\). Differentiating twice gives \(w''=i^2w=-w\), which the proof checks in the step `hw` before applying the main theorem. The wave \((\xi')^{-1/2}e^{i\xi}\) therefore solves

\[
u''+\Bigl(\xi'^2+\frac s2\Bigr)u=0
\]

exactly. With \(\xi'=k=\sqrt Q\) this is the familiar WKB wave \(k^{-1/2}\exp\bigl(i\int k\,dx\bigr)\) in a classically allowed region, and \(s/2\) is the difference between the equation it solves and the one it was meant to solve. At a turning point \(k=0\), the condition \(\xi'>0\) fails, so \(S\) has to exclude such points.

```lean
/-- Langer's change of variable `ξ = exp x`: a solution of `w'' + q w = 0` on the half-line
gives a solution of `u'' + (exp(x)² q(exp x) - 1/4) u = 0` on the whole line. -/
theorem langer (hw : SolvesOn (Set.Ioi 0) q w) :
    SolvesOn Set.univ (fun x => Real.exp x ^ 2 * q (Real.exp x) - 1 / 4)
      (millerGood Real.exp w) := by
  have hξ : ComparisonMap Set.univ Real.exp := by
    constructor
    · exact isOpen_univ
    all_goals
      intro x _
      try simp only [Real.deriv_exp]
      first | exact Real.differentiableAt_exp | exact Real.exp_pos x
  have e : (fun x => Real.exp x ^ 2 * q (Real.exp x) - 1 / 4) =
      fun x => deriv Real.exp x ^ 2 * q (Real.exp x) + schwarzian Real.exp x / 2 := by
    funext x
    simp only [schwarzian, Real.deriv_exp, div_self (Real.exp_ne_zero x)]
    ring
  rw [e]
  refine miller_good hξ ?_
  rintro _ ⟨x, _, rfl⟩
  exact hw _ (Real.exp_pos x)

end

end MillerGoodComparison
```

`Set.Ioi 0` is the half-line \(y>0\), and `Set.univ` is the whole real line. For \(\xi=e^x\) all three derivatives equal \(e^x\), so

\[
s=1-\frac32=-\frac12,\qquad \frac s2=-\frac14 .
\]

Thus \(u(x)=e^{-x/2}w(e^x)\) solves \(u''+\bigl(e^{2x}q(e^x)-\tfrac14\bigr)u=0\) on the whole line. The proof checks that the exponential is a comparison map (`hξ`), computes its Schwarzian derivative (`e`), and uses \(e^x>0\) to stay on the half-line.

For a particle in a central potential in three dimensions, with orbital angular momentum quantum number \(l\), the reduced radial function \(w(y)=y\,R(y)\), the radius times the radial wave function, obeys an equation of the form \(w''+q\,w=0\), and \(q(y)\) contains the centrifugal term \(-l(l+1)/y^2\). Multiplied by \(e^{2x}=y^2\) and combined with \(-\tfrac14\), it becomes

\[
-l(l+1)-\frac14=-\Bigl(l+\frac12\Bigr)^2,
\]

which is Langer's replacement of \(l(l+1)\) by \((l+\tfrac12)^2\) in radial WKB.

```lean
#print axioms MillerGoodComparison.hasDerivAt_deriv_millerGood
#print axioms MillerGoodComparison.uniform_residual
#print axioms MillerGoodComparison.wkb_wave
#print axioms MillerGoodComparison.langer
```

```
'MillerGoodComparison.hasDerivAt_deriv_millerGood' depends on axioms: [propext, Classical.choice, Quot.sound]
'MillerGoodComparison.uniform_residual' depends on axioms: [propext, Classical.choice, Quot.sound]
'MillerGoodComparison.wkb_wave' depends on axioms: [propext, Classical.choice, Quot.sound]
'MillerGoodComparison.langer' depends on axioms: [propext, Classical.choice, Quot.sound]
```
